# An exact formula and an exponential bound for constant-current STM corrugation in a two-state vacuum model

When I continue a calculated local density of states from a plane near the surface out to the height of an STM tip, I reduce the atomic corrugation by a factor of about $e^{-G^2\Delta z/(4k)}$. Here $\Delta z$ is the added height, $k$ is the decay constant of a state with no lateral momentum, and $G$ is the reciprocal lattice vector of the corrugation. The usual argument is that a state at the zone boundary, with lateral wavenumber $G/2$, decays faster than one at the zone centre, and that expanding a square root gives the exponent. I would like to see how large the error of that expansion can be, and how the faster decay of a density becomes a smaller height difference in a constant-current scan. Can both steps be proved, with explicit bounds, and checked in Lean?

## From the decay constant to the height of the tip

Yes, for one zone-centre state and one zone-boundary state that have the same energy, below the top of a flat vacuum barrier. Let $x$ run along the surface and $z$ be the height above a reference plane. In the vacuum a state at that energy obeys $f_{xx}+f_{zz}=k^2f$, where $k^2$ is $2m/\hbar^2$ times the barrier height above the energy of the state. Take the standing wave

$$f(x,z)=e^{-az}\cos(Gx/2),\qquad a=\sqrt{k^2+G^2/4}.$$

Two derivatives in $x$ give $f_{xx}=-(G^2/4)f$, and two in $z$ give $f_{zz}=a^2f$. Their sum is $(a^2-G^2/4)f=k^2f$, as required. Since $\cos^2\theta=(1+\cos2\theta)/2$, the density is

$$f^2=\tfrac12e^{-2az}(1+\cos Gx).$$

The zone-centre state is the case $G=0$. Its density is $e^{-2kz}$, so the zone-boundary density has the extra decay rate $2(a-k)$.

To bound this rate for $k>0$, put $d=a-k\ge0$. Squaring $a=k+d$ and using $a^2=k^2+G^2/4$ gives

$$d^2+2kd=\frac{G^2}{4}.$$

Dropping $d^2\ge0$ leaves $2kd\le G^2/4$, which is $2d\le G^2/(4k)$. Solving the identity for the linear term gives $2d=G^2/(4k)-d^2/k$. The upper bound says $d\le G^2/(8k)$, so $d^2/k\le G^4/(64k^3)$, and therefore

$$\frac{G^2}{4k}-\frac{G^4}{64k^3}\;\le\;2(a-k)\;\le\;\frac{G^2}{4k}.$$

For $G=k$ the three values are about $0.234\,k$, $0.236\,k$ and $0.250\,k$. Your factor therefore damps too much. Compared with $e^{-2(a-k)\Delta z}$, the error in its exponent is at most $G^4\Delta z/(64k^3)$. This grows with the added height and quickly with $G$: for $G=2k$ the three values are about $0.750\,k$, $0.828\,k$ and $1.000\,k$.

Now give the zone-centre state the weight $A>0$ and the zone-boundary state the weight $B\ge0$. The total density is

$$\rho(x,z)=e^{-2kz}\left[A+\tfrac12Be^{-2(a-k)z}(1+\cos Gx)\right].$$

A constant-current tip follows a contour of constant $\rho$. The contour is highest at $x=0$, where $\cos Gx=1$, and lowest at $x=\pi/G$, where $\cos Gx=-1$ and the zone-boundary state has a node. Call the two heights $z_0$ and $z_1$. Equal densities mean

$$e^{-2kz_0}\left(A+Be^{-2(a-k)z_0}\right)=e^{-2kz_1}A.$$

Dividing by $Ae^{-2kz_0}$ and taking the logarithm gives the corrugation:

$$z_0-z_1=\frac{1}{2k}\log\left(1+\frac BA e^{-2(a-k)z_0}\right).$$

Finally, $\log(1+y)\le y$ removes the logarithm. For $z_0\ge0$ the lower bound on $2(a-k)$ may replace the rate in the exponent, since a smaller rate makes the exponential larger:

$$z_0-z_1\le\frac{B}{2kA}\exp\left[-\left(\frac{G^2}{4k}-\frac{G^4}{64k^3}\right)z_0\right].$$

The rate in this bound equals $\frac{G^2}{4k}\left(1-\frac{G^2}{16k^2}\right)$, so for $B>0$ the bound falls with height when $0<|G|<4k$. For larger $|G|$ it is still true but says little, and the logarithmic formula is the one to use.

Here is the complete Lean file.

```lean
import Mathlib

open Real

namespace STMCorrugation

noncomputable section

/-- Decay constant `a = √(k² + G²/4)` of a vacuum state with lateral wavenumber `G/2`. -/
def decay (k G : ℝ) : ℝ := √(k ^ 2 + G ^ 2 / 4)

/-- The standing vacuum wave `exp(-a z) cos(G x / 2)`, with `x` along the surface and `z`
the height above it. -/
def edgeState (k G x z : ℝ) : ℝ := exp (-(decay k G * z)) * cos (G * x / 2)

/-- Local density of states from a zone-centre state (`G = 0`) with weight `A` and a
zone-boundary state with weight `B`, both at the same `k`. -/
def density (k G A B x z : ℝ) : ℝ :=
  A * edgeState k 0 x z ^ 2 + B * edgeState k G x z ^ 2

/-- The square of the decay constant is `k² + G²/4`. -/
theorem decay_sq (k G : ℝ) : decay k G ^ 2 = k ^ 2 + G ^ 2 / 4 :=
  Real.sq_sqrt (by positivity)

/-- The standing wave solves the vacuum Schrödinger equation `f_xx + f_zz = k² f`. -/
theorem edgeState_vacuum (k G x z : ℝ) :
    deriv (deriv fun v => edgeState k G v z) x + deriv (deriv (edgeState k G x)) z
      = k ^ 2 * edgeState k G x z := by
  have h : ∀ u : ℝ, HasDerivAt (fun v : ℝ => G * v / 2) (G / 2) u := fun u =>
    (((hasDerivAt_id' u).const_mul G).div_const 2).congr_deriv (by ring)
  have g : ∀ w : ℝ, HasDerivAt (fun w : ℝ => -(decay k G * w)) (-decay k G) w := fun w =>
    ((hasDerivAt_id' w).const_mul (decay k G)).fun_neg.congr_deriv (by ring)
  -- first derivatives along and normal to the surface
  have hx : ∀ u : ℝ, HasDerivAt (fun v => edgeState k G v z)
      (-(G / 2) * exp (-(decay k G * z)) * sin (G * u / 2)) u := fun u =>
    ((h u).cos.const_mul (exp (-(decay k G * z)))).congr_deriv (by ring)
  have hz : ∀ w : ℝ, HasDerivAt (edgeState k G x) (-decay k G * edgeState k G x w) w :=
    fun w => ((g w).exp.mul_const (cos (G * x / 2))).congr_deriv
      (by unfold edgeState; ring)
  -- second derivatives
  have hxx : HasDerivAt (fun u : ℝ => -(G / 2) * exp (-(decay k G * z)) * sin (G * u / 2))
      (-(G / 2) ^ 2 * edgeState k G x z) x :=
    ((h x).sin.const_mul (-(G / 2) * exp (-(decay k G * z)))).congr_deriv
      (by unfold edgeState; ring)
  have hzz := (hz z).const_mul (-decay k G)
  have ex : (deriv fun v => edgeState k G v z)
      = fun u : ℝ => -(G / 2) * exp (-(decay k G * z)) * sin (G * u / 2) :=
    funext fun u => (hx u).deriv
  have ez : deriv (edgeState k G x) = fun w => -decay k G * edgeState k G x w :=
    funext fun w => (hz w).deriv
  rw [ex, ez, hxx.deriv, hzz.deriv]
  linear_combination edgeState k G x z * decay_sq k G

/-- The density of the standing wave is `exp(-2 a z) (1 + cos(G x)) / 2`. -/
theorem edgeState_sq (k G x z : ℝ) :
    edgeState k G x z ^ 2 = exp (-(2 * decay k G * z)) * (1 + cos (G * x)) / 2 := by
  have h1 : exp (-(decay k G * z)) ^ 2 = exp (-(2 * decay k G * z)) := by
    rw [sq, ← Real.exp_add]
    congr 1
    ring
  have h2 : cos (G * x) = 2 * cos (G * x / 2) ^ 2 - 1 := by
    rw [← Real.cos_two_mul]
    congr 1
    ring
  unfold edgeState
  rw [mul_pow, h1, h2]
  ring

/-- For `k > 0` the extra density decay `2(a - k)` of the zone-boundary state lies between
`G²/(4k) - G⁴/(64k³)` and `G²/(4k)`. -/
theorem extra_decay_bounds {k : ℝ} (hk : 0 < k) (G : ℝ) :
    G ^ 2 / (4 * k) - G ^ 4 / (64 * k ^ 3) ≤ 2 * (decay k G - k) ∧
      2 * (decay k G - k) ≤ G ^ 2 / (4 * k) := by
  have hd : 0 ≤ decay k G - k := by
    have : k ≤ decay k G := (Real.le_sqrt' hk).2 (by nlinarith [sq_nonneg G])
    linarith
  have hsq := decay_sq k G
  have upper : 2 * (decay k G - k) ≤ G ^ 2 / (4 * k) := by
    rw [le_div_iff₀ (by positivity)]
    nlinarith [sq_nonneg (decay k G - k)]
  refine ⟨?_, upper⟩
  -- feed the upper bound back into `4 (a - k)² = G² - 8 k (a - k)`
  have hs : G ^ 2 / (4 * k) * (4 * k) = G ^ 2 := div_mul_cancel₀ _ (by positivity)
  have hq : G ^ 4 / (64 * k ^ 3) = (G ^ 2 / (4 * k)) ^ 2 / (4 * k) := by
    field_simp
    norm_num
  have hsquare : (2 * (decay k G - k)) ^ 2 ≤ (G ^ 2 / (4 * k)) ^ 2 :=
    pow_le_pow_left₀ (by linarith) upper 2
  have hlow : G ^ 2 / (4 * k) - 2 * (decay k G - k)
      ≤ (G ^ 2 / (4 * k)) ^ 2 / (4 * k) := by
    rw [le_div_iff₀ (by positivity), sub_mul, hs]
    linarith
  rw [hq]
  linarith

/-- For `k ≥ 0` the density is `exp(-2kz)` times a constant plus a corrugated part that is
damped by `exp(-2(a - k)z)`. -/
theorem density_factor {k : ℝ} (hk : 0 ≤ k) (G A B x z : ℝ) :
    density k G A B x z = exp (-(2 * k * z)) *
      (A + B * exp (-(2 * (decay k G - k) * z)) * (1 + cos (G * x)) / 2) := by
  have h0 : decay k 0 = k := by simp [decay, Real.sqrt_sq hk]
  have hE : exp (-(2 * decay k G * z))
      = exp (-(2 * k * z)) * exp (-(2 * (decay k G - k) * z)) := by
    rw [← Real.exp_add]
    congr 1
    ring
  unfold density
  rw [edgeState_sq k 0, edgeState_sq k G, h0, hE, zero_mul, Real.cos_zero]
  ring

/-- Constant-current corrugation: if the density at height `z₀` above `x = 0` equals that at
height `z₁` above `x = π/G`, then `z₀ - z₁ = log(1 + (B/A) exp(-2(a - k)z₀)) / (2k)`, for
`k, A > 0` and `G ≠ 0`. -/
theorem corrugation_eq {k G A B z₀ z₁ : ℝ} (hk : 0 < k) (hG : G ≠ 0) (hA : 0 < A)
    (h : density k G A B 0 z₀ = density k G A B (π / G) z₁) :
    z₀ - z₁ = log (1 + B / A * exp (-(2 * (decay k G - k) * z₀))) / (2 * k) := by
  have hGpi : G * (π / G) = π := by field_simp
  have hP : exp (-(2 * k * z₁)) = exp (-(2 * k * z₀)) * exp (2 * k * (z₀ - z₁)) := by
    rw [← Real.exp_add]
    congr 1
    ring
  -- the zone-boundary state has a node above `x = π/G`
  rw [density_factor hk.le G A B 0 z₀, density_factor hk.le G A B (π / G) z₁, hGpi,
    mul_zero G, Real.cos_zero, Real.cos_pi, hP] at h
  have h2 : exp (-(2 * k * z₀)) * (A + B * exp (-(2 * (decay k G - k) * z₀)))
      = exp (-(2 * k * z₀)) * (exp (2 * k * (z₀ - z₁)) * A) := by
    linear_combination h
  have h3 := mul_left_cancel₀ (Real.exp_pos _).ne' h2
  have hBA : B / A * A = B := div_mul_cancel₀ B hA.ne'
  have key : 1 + B / A * exp (-(2 * (decay k G - k) * z₀)) = exp (2 * k * (z₀ - z₁)) := by
    apply mul_right_cancel₀ hA.ne'
    linear_combination h3 + exp (-(2 * (decay k G - k) * z₀)) * hBA
  rw [key, Real.log_exp, eq_div_iff (by positivity)]
  ring

/-- Corrugation loss: for `k, A > 0`, `B ≥ 0`, `G ≠ 0` and `z₀ ≥ 0`, the height difference
`z₀ - z₁` between the points of equal density above `x = 0` and `x = π/G` is at most
`(B/A) exp(-(G²/(4k) - G⁴/(64k³)) z₀) / (2k)`. -/
theorem corrugation_le {k G A B z₀ z₁ : ℝ} (hk : 0 < k) (hG : G ≠ 0) (hA : 0 < A)
    (hB : 0 ≤ B) (hz : 0 ≤ z₀)
    (h : density k G A B 0 z₀ = density k G A B (π / G) z₁) :
    z₀ - z₁ ≤
      B / A * exp (-((G ^ 2 / (4 * k) - G ^ 4 / (64 * k ^ 3)) * z₀)) / (2 * k) := by
  rw [corrugation_eq hk hG hA h]
  have hy : 0 ≤ B / A * exp (-(2 * (decay k G - k) * z₀)) := by positivity
  have hlog := Real.log_le_sub_one_of_pos
    (show 0 < 1 + B / A * exp (-(2 * (decay k G - k) * z₀)) by linarith)
  -- a larger extra decay means a smaller corrugation
  have hexp : exp (-(2 * (decay k G - k) * z₀))
      ≤ exp (-((G ^ 2 / (4 * k) - G ^ 4 / (64 * k ^ 3)) * z₀)) :=
    Real.exp_le_exp.2 (neg_le_neg
      (mul_le_mul_of_nonneg_right (extra_decay_bounds hk G).1 hz))
  have hmul := mul_le_mul_of_nonneg_left hexp (div_nonneg hB hA.le)
  exact div_le_div_of_nonneg_right (by linarith) (by positivity)

end

end STMCorrugation
```

```lean
#print axioms STMCorrugation.edgeState_vacuum
-- 'STMCorrugation.edgeState_vacuum' depends on axioms: [propext, Classical.choice, Quot.sound]
#print axioms STMCorrugation.corrugation_eq
-- 'STMCorrugation.corrugation_eq' depends on axioms: [propext, Classical.choice, Quot.sound]
#print axioms STMCorrugation.corrugation_le
-- 'STMCorrugation.corrugation_le' depends on axioms: [propext, Classical.choice, Quot.sound]
```

## Two states decaying into a flat barrier, as Lean sees them

All quantities are real numbers in any consistent unit of length. `decay k G` is $a$, `edgeState k G x z` is $f(x,z)$, and `density k G A B x z` is $\rho(x,z)$. The zone-centre state has no definition of its own: it is `edgeState k 0`.

The waves are not normalised. At $z=0$ the zone-centre density is $A$ everywhere, while the zone-boundary density has the peak value $B$ and the lateral average $B/2$. Two states with equal laterally averaged densities at $z=0$ therefore have $B=2A$, and the prefactor of the bound is then $1/k$.

The theorems say the following.

- `edgeState_vacuum` is the vacuum Schrödinger equation at every point, for all real $k$ and $G$. Each second derivative is a `deriv` of a `deriv`, with the other coordinate held fixed.
- `edgeState_sq` is the formula for $f^2$, again without conditions.
- `extra_decay_bounds` gives both bounds on $2(a-k)$ for $k>0$.
- `density_factor` is the factorised density. It asks for $k\ge0$, because the zone-centre decay constant is $\sqrt{k^2}=|k|$.
- `corrugation_eq` is the logarithmic formula, for $k>0$, $A>0$ and $G\ne0$. The constant-current condition is its hypothesis `h`, which equates the densities at the two tip positions.
- `corrugation_le` is the exponential bound, which also needs $B\ge0$ and $z_0\ge0$.

The hypothesis `h` stands for a physical assumption about the tip: the current depends only on the sample's density of states at one point, as for an $s$-wave tip at small bias. The weights $A$ and $B$ are given numbers and are not derived from a band structure. The model has one lateral direction, one corrugation wavevector and a barrier without an image potential, and it leaves out the sine-type partner of the zone-boundary state. Each state is also reduced to its slowest-decaying lateral component, so the zone-centre state is flat here, whereas on a real surface it has some corrugation of its own. For non-interacting states within these limits, the bound tells you how much corrugation can remain when a simulated image is continued to a larger height.

The condition $z_0\ge0$ matters because $A$ and $B$ are the weights at the plane $z=0$, and below that plane a smaller rate makes the exponential smaller. Take $k=1$, $G=2\sqrt3$, $A=10$, $B=1$ and $z_0=-1$. Then $a=2$, so the extra decay is $2$, while its lower bound is $3-\tfrac94=\tfrac34$. The true height difference is $\tfrac12\log(1+e^2/10)\approx0.277$, but the right-hand side of the bound is $e^{3/4}/20\approx0.106$. The inequality fails, although the logarithmic formula still holds.

## How Lean gets from the derivatives to the logarithm

`decay_sq` undoes the square root: $a^2=k^2+G^2/4$. The later proofs use the decay constant mainly through this identity.

In `edgeState_vacuum`, `h` and `g` differentiate the arguments of the cosine and the exponential. From them `hx` and `hz` give the first derivatives at every point, and `ex` and `ez` turn these into equalities of functions, which can then be differentiated again. `hxx` and `hzz` supply the second derivatives. Because each one comes from a `HasDerivAt` statement, none of them is the default value $0$ that `deriv` takes where a function is not differentiable. The last line multiplies `decay_sq` by $f$, which is the step $(a^2-G^2/4)f=k^2f$.

`edgeState_sq` combines two facts: `h1` squares the exponential, and `h2` is the double-angle formula.

`extra_decay_bounds` follows the argument with $d$. First `hd` shows $d\ge0$. For `upper`, the denominator is cleared and `nlinarith` is given $d^2\ge0$, which is the term dropped by hand. For the lower bound, the proof works with $2d$ and the identity in the form $4d^2=G^2-8kd$. `hsquare` squares the upper bound, which is allowed because $2d\ge0$, and `hlow` puts the result back into the identity. `hq` rewrites $G^4/(64k^3)$ as $(G^2/(4k))^2/(4k)$, the form in which it appears there.

In `density_factor`, `h0` shows that the zone-centre decay constant is $k$, and `hE` splits $e^{-2az}$ into $e^{-2kz}e^{-2(a-k)z}$. The formula for the squared wave then gives the bracket.

`corrugation_eq` inserts $\cos0=1$ and $\cos\pi=-1$ into the factorised density. `hP` writes $e^{-2kz_1}$ as $e^{-2kz_0}e^{2k(z_0-z_1)}$, so that `h3` can cancel the common factor. `key` is the equation after division by $A$:

$$1+\frac BAe^{-2(a-k)z_0}=e^{2k(z_0-z_1)}.$$

It also shows that the argument of the logarithm is positive, which is why this theorem needs no condition on the sign of $B$. `Real.log_exp` then takes the logarithm.

`corrugation_le` starts from that formula. `hlog` is $\log(1+y)\le y$, and `hexp` replaces the extra decay by its lower bound, using $z_0\ge0$. `hmul` multiplies by $B/A\ge0$, and the final line divides by $2k$.
